# The grid correction $-h^2p^4/24$ shifts oscillator level $n$ by $-h^2(2n^2+2n+1)/32$ to first order

Q: A three-point difference formula on a grid replaces the kinetic energy of a particle in a harmonic well, and I want to know how far each level moves. You represent the states by polynomials in a symbol $X$, with no Gaussian and no inner product. Why should I accept that as the oscillator?

A: Because the shift needs only the ladder algebra. Let multiplication by $X$ be the creation operator $a^\dagger$ and $D=d/dX$ the annihilation operator $a$. Then $DX-XD=1$, and $D$ sends the lowest level, the constant $1$, to zero, as required. The monomial $X^n$ is the $n$th level, unnormalised: the unit vector is $|n\rangle=X^n/\sqrt{n!}$. So $X$ is not the position coordinate. Also, $h$ is the grid spacing, not Planck's constant, and $\hbar=m=\omega=1$.

```lean
import Mathlib

open Polynomial

namespace GridOscillator

noncomputable section
```

Q: Start with the grid, then. Where does $-h^2p^4/24$ come from?

A: From the Taylor series of a wave function $f$. The odd terms cancel in

$$f(x+h)-2f(x)+f(x-h)=h^2f''(x)+\tfrac{h^4}{12}f''''(x)+\dots$$

Dividing by $-2h^2$ gives $-f''/2-h^2f''''/24+\dots$. With $p=-i\,d/dx$ we have $p^4=d^4/dx^4$, so the second term is $-h^2p^4/24$. The difference formula is this definition:

```lean
/-- The three-point grid kinetic energy with spacing `h ≠ 0`, in units where
the reduced Planck constant and the mass are one. -/
def gridKinetic (h : ℝ) (f : ℝ → ℝ) (x : ℝ) : ℝ :=
  -(f (x + h) - 2 * f x + f (x - h)) / (2 * h ^ 2)
```

Q: And the operators on the polynomial side?

A: Put $B=X-D$, creation minus annihilation. Then $x=(X+D)/\sqrt2$ and $p=iB/\sqrt2$, the textbook expressions. In the code the letter `p` is a polynomial, the state being acted on; the momentum operator is `momentum`. `C c` is the number $c$ as a constant polynomial.

```lean
/-- Creation minus annihilation on polynomials: `B p = X p - p'`. -/
def ladderDiff {R : Type*} [CommRing R] (p : R[X]) : R[X] :=
  X * p - derivative p

/-- The position operator, creation plus annihilation divided by `√2`. -/
def position (p : ℂ[X]) : ℂ[X] :=
  C (1 / (Real.sqrt 2 : ℂ)) * (X * p + derivative p)

/-- The momentum operator, `i` times creation minus annihilation, divided by `√2`. -/
def momentum (p : ℂ[X]) : ℂ[X] :=
  C (Complex.I / (Real.sqrt 2 : ℂ)) * ladderDiff p
```

The Hamiltonian is $(p^2+x^2)/2$, and the perturbation applies `momentum` four times, written `momentum^[4]`.

```lean
/-- The harmonic oscillator Hamiltonian, half the sum of squared momentum
and squared position. -/
def oscillator (p : ℂ[X]) : ℂ[X] :=
  C (1 / 2) * (momentum (momentum p) + position (position p))

/-- The grid correction `-h² p⁴ / 24` to the kinetic energy. -/
def gridCorrection (h : ℝ) (p : ℂ[X]) : ℂ[X] :=
  C (-(h : ℂ) ^ 2 / 24) * momentum^[4] p
```

Q: `gridKinetic` acts on functions of position and `gridCorrection` on your ladder polynomials. What connects them?

A: The coefficient $-h^2/24$, which the next theorem derives for real polynomials in the position coordinate. Up to degree five, the sixth and higher derivatives vanish and the two-term expansion is exact. For $x^6$ there would be an extra $-h^4$.

```lean
/-- For `h ≠ 0`, the grid kinetic energy operator applied to a real polynomial `f` of degree at most
five is exactly `-f''/2 - h² f''''/24`. -/
theorem gridKinetic_expansion (h x : ℝ) (hh : h ≠ 0) (f : ℝ[X])
    (hf : f.natDegree ≤ 5) :
    gridKinetic h (fun y => f.eval y) x =
      -(derivative (derivative f)).eval x / 2 -
        h ^ 2 / 24 * (derivative (derivative (derivative (derivative f)))).eval x := by
  obtain ⟨a, ha⟩ : ∃ a : ℕ → ℝ, f = ∑ i ∈ Finset.range 6, monomial i (a i) :=
    ⟨f.coeff, f.as_sum_range' 6 (by omega)⟩
  subst ha
  unfold gridKinetic
  rw [div_eq_iff (by positivity)]
  simp only [Finset.sum_range_succ, Finset.sum_range_zero, zero_add,
    derivative_add, derivative_monomial, eval_add, eval_monomial]
  push_cast
  ring
```

The proof writes $f$ as six monomials, clears the denominator $2h^2$ using $h\neq0$, and lets `ring` compare both sides.

The step left to the physicist is the passage to the grid Hamiltonian's own eigenvalues: oscillator eigenfunctions are Gaussians times polynomials, so their expansion continues with terms of order $h^4$, which are neglected here.

Q: Fine. Where does the factor $2n^2+2n+1$ come from?

A: From $B^4$, to which $p^4$ is proportional. Apply $B$ twice. First $BX^n=X^{n+1}-nX^{n-1}$, then

$$B^2X^n=X^{n+2}-(2n+1)X^n+n(n-1)X^{n-2}.$$

Terms with negative exponents have coefficient zero, so this also holds for $n=0$ and $n=1$. Apply $B^2$ again and collect what returns to $X^n$. The three terms contribute $(n+2)(n+1)$, $(2n+1)^2$ and $n(n-1)$. Their sum is $6n^2+6n+3=3(2n^2+2n+1)$.

```lean
/-- The coefficient of `X^n` in `B⁴ X^n` is `3(2n² + 2n + 1)`, over every
commutative ring. -/
theorem ladderDiff_fourth_coeff {R : Type*} [CommRing R] (n : ℕ) :
    (ladderDiff^[4] (X ^ n : R[X])).coeff n = 3 * (2 * (n : R) ^ 2 + 2 * n + 1) := by
  have hz (p : R[X]) : (ladderDiff p).coeff 0 = -p.coeff 1 := by
    simp [ladderDiff, coeff_derivative]
  have hs (p : R[X]) (k : ℕ) : (ladderDiff p).coeff (k + 1) =
      p.coeff k - ((k : R) + 2) * p.coeff (k + 1 + 1) := by
    simp only [ladderDiff, coeff_sub, coeff_X_mul, coeff_derivative]
    push_cast
    ring
  have h4 (m : ℕ) : (m = m + 1 + 1 + 1 + 1) = False := eq_false (by omega)

  change (ladderDiff (ladderDiff (ladderDiff (ladderDiff (X ^ n : R[X]))))).coeff n = _
  -- The lowest four levels feel the bottom of the ladder.
  rcases n with _ | _ | _ | _ | n <;>
    simp [hz, hs, coeff_X_pow, coeff_one, coeff_X, h4] <;> ring
```

Q: The Lean proof doesn't look like that.

A: It reads the same walk backwards. The facts `hz` and `hs` say how a coefficient of $Bp$ depends on those of $p$: coefficient $k+1$ is $p_k-(k+2)p_{k+2}$, and coefficient $0$ is $-p_1$. `simp` uses them as rewriting rules, but it must see whether an index is zero or a successor. The pattern `rcases n with _ | _ | _ | _ | n` supplies that: it treats levels 0 to 3 separately and writes every other level as a number plus four. Four applications of $B$ can lower the index by at most four, so in the general case only `hs` is needed.

There are then sixteen paths of four steps up or down. `coeff_X_pow` keeps those that end on the starting monomial, the six with two steps each way, and `h4` helps by refuting $m=m+4$. `ring` adds the weights.

Q: You still need $p^4$ from $B^4$.

A: Since $(i/\sqrt2)^2=-1/2$, we have $p^2=-B^2/2$ and $p^4=B^4/4$. The first two lemmas below settle the square root and $p^2$. The third confirms that the representation has the right commutator:

$$xp-px=\tfrac i2\big[(X+D)(X-D)-(X-D)(X+D)\big]=i(DX-XD)=i.$$

```lean
/-- The square of the complex number `√2` is two. -/
theorem sqrt_two_sq : (Real.sqrt 2 : ℂ) * (Real.sqrt 2 : ℂ) = 2 := by
  rw [← Complex.ofReal_mul, Real.mul_self_sqrt (by norm_num)]
  norm_num

/-- The squared momentum is `-B²/2`. -/
theorem momentum_sq (p : ℂ[X]) :
    momentum (momentum p) = C (-1 / 2) * ladderDiff (ladderDiff p) := by
  have hc : (C (Complex.I / (Real.sqrt 2 : ℂ)) : ℂ[X]) *
      C (Complex.I / (Real.sqrt 2 : ℂ)) = C (-1 / 2) := by
    rw [← C_mul, div_mul_div_comm, Complex.I_mul_I, sqrt_two_sq]
  rw [← hc]
  simp only [momentum, ladderDiff, derivative_C_mul]
  ring

/-- Position and momentum satisfy the canonical commutation relation `[x, p] = i`. -/
theorem canonical_commutator (p : ℂ[X]) :
    position (momentum p) - momentum (position p) = C Complex.I * p := by
  have hc : (C (1 / (Real.sqrt 2 : ℂ)) : ℂ[X]) * C (Complex.I / (Real.sqrt 2 : ℂ)) +
      C (1 / (Real.sqrt 2 : ℂ)) * C (Complex.I / (Real.sqrt 2 : ℂ)) = C Complex.I := by
    rw [← C_mul, ← C_add, div_mul_div_comm, sqrt_two_sq]
    congr 1
    ring
  simp only [position, momentum, ladderDiff, derivative_mul, derivative_C,
    derivative_X, derivative_add, derivative_sub]
  linear_combination p * hc
```

Q: Does your Hamiltonian have the right spectrum?

A: The squares combine to

$$\tfrac12(p^2+x^2)=\tfrac14\big[(X+D)^2-(X-D)^2\big]=\tfrac12(XD+DX)=XD+\tfrac12.$$

Since $XD\,X^k=kX^k$, the coefficient of $X^k$ is multiplied by $k+\tfrac12$. In the proof, `ho` is the operator identity, obtained by `linear_combination` from the values of the constants; the coefficients are then read off. The eigenvector statement follows by comparing coefficients.

```lean
/-- The oscillator Hamiltonian multiplies the coefficient of `X^k` by `k + 1/2`. -/
theorem oscillator_coeff (p : ℂ[X]) (k : ℕ) :
    (oscillator p).coeff k = ((k : ℂ) + 1 / 2) * p.coeff k := by
  have hx : (C (1 / (Real.sqrt 2 : ℂ)) : ℂ[X]) * C (1 / (Real.sqrt 2 : ℂ)) =
      C (1 / 2) := by
    rw [← C_mul, div_mul_div_comm, sqrt_two_sq, one_mul]
  have hn : (C (-1 / 2) : ℂ[X]) = -C (1 / 2) := by
    rw [← C_neg]
    congr 1
    ring
  have hc : (C (1 / 2) : ℂ[X]) + C (1 / 2) = 1 := by
    rw [← C_add, add_halves, C_1]
  -- The squares combine to the number operator plus one half.
  have ho : oscillator p = X * derivative p + C (1 / 2) * p := by
    rw [oscillator, momentum_sq, hn]
    simp only [position, ladderDiff, derivative_mul, derivative_C,
      derivative_X, derivative_add, derivative_sub]
    linear_combination
      (X * derivative p * (2 * C (1 / 2) + 1) + C (1 / 2) * p) * hc +
      C (1 / 2) * (X * (X * p + derivative p) +
        (p + X * derivative p + derivative (derivative p))) * hx
  rw [ho, coeff_add, coeff_C_mul]
  cases k with
  | zero => simp
  | succ k =>
    rw [coeff_X_mul, coeff_derivative]
    push_cast
    ring

/-- The monomial `X^n` is an oscillator eigenvector with energy `n + 1/2`. -/
theorem oscillator_eigenvector (n : ℕ) :
    oscillator (X ^ n) = C ((n : ℂ) + 1 / 2) * X ^ n := by
  ext k
  rw [oscillator_coeff, coeff_C_mul, coeff_X_pow]
  split_ifs with hk
  · rw [hk]
  · simp
```

Q: Without an inner product, what is a first-order energy? I would write $\langle n|V|n\rangle$.

A: One can go back to the equation from which that formula is derived. With $H_0$ the oscillator, $E_0=n+\tfrac12$, $\psi_0=X^n$ and perturbation $V$, it reads

$$(H_0-E_0)\psi_1+V\psi_0=E_1\psi_0 .$$

Write $v=V\psi_0$, with coefficients $v_k$, and let $q_k$ be those of $\psi_1$. At $k=n$ the first term vanishes, so $E_1=v_n$. At $k\neq n$ the equation gives $q_k=v_k/(n-k)$. Hence a polynomial $\psi_1$ exists exactly when $E_1=v_n$. Rescaling the basis vectors leaves diagonal matrix elements alone, so $v_n$ is your $\langle n|V|n\rangle$ for the normalised state.

```lean
/-- For a perturbation sending `X^n` to `v`, the first-order perturbation equation
has a polynomial solution exactly when `E₁` is the coefficient of `X^n` in `v`. -/
theorem first_order_solvable (v : ℂ[X]) (n : ℕ) (E₁ : ℂ) :
    (∃ ψ₁ : ℂ[X], oscillator ψ₁ + v =
      C ((n : ℂ) + 1 / 2) * ψ₁ + C E₁ * X ^ n) ↔ E₁ = v.coeff n := by
  constructor
  · rintro ⟨q, hq⟩
    have h := congrArg (fun p : ℂ[X] => p.coeff n) hq
    simp only [coeff_add, oscillator_coeff, coeff_C_mul, coeff_X_pow, if_true] at h
    linear_combination -h
  · intro hE
    -- Divide each off-diagonal coefficient by its level difference.
    let q : ℂ[X] := ∑ k ∈ v.support, monomial k (v.coeff k / ((n : ℂ) - k))
    have hq (k : ℕ) : q.coeff k = v.coeff k / ((n : ℂ) - k) := by
      simp only [q, finsetSum_coeff, coeff_monomial, Finset.sum_ite_eq']
      split_ifs with hk
      · rfl
      · rw [notMem_support_iff.mp hk, zero_div]
    refine ⟨q, ?_⟩
    ext k
    simp only [coeff_add, oscillator_coeff, coeff_C_mul, coeff_X_pow]
    by_cases hk : k = n
    · subst k
      simp [hE]
    · have hd : (n : ℂ) - k ≠ 0 :=
        sub_ne_zero.mpr (fun h => hk (Nat.cast_injective h).symm)
      have hm : q.coeff k * ((n : ℂ) - k) = v.coeff k := by
        rw [hq, div_mul_cancel₀ _ hd]
      rw [if_neg hk]
      linear_combination -hm
```

The first half of the proof compares the coefficients at $k=n$; the second constructs $\psi_1$ and checks the equation in both cases. The polynomial `q` is the $\psi_1$ just constructed; its sum may include $k=n$, where Lean's division by zero returns $0$, so $\psi_1$ has no component along $X^n$.

Q: Then the final theorem is a substitution?

A: Yes. With $V=-h^2p^4/24$,

$$E_1=-\frac{h^2}{24}\cdot\frac14\cdot3(2n^2+2n+1)=-\frac{h^2(2n^2+2n+1)}{32}.$$

The theorem says that for every real $h$ and every level $n$, the first-order equation has a polynomial solution exactly when $E_1$ has this value. `E₁` is allowed to be complex, and the equation forces it to be real. In the proof, `hB` moves constants through $B$, two uses of `momentum_sq` produce the factor $1/4$, and `hv` records the diagonal coefficient.

```lean
/-- For the correction `-h²p⁴/24`, the first-order perturbation equation at level `n`
is solvable exactly when the energy shift is `-h²(2n² + 2n + 1)/32`. -/
theorem grid_energy_shift (h : ℝ) (n : ℕ) (E₁ : ℂ) :
    (∃ ψ₁ : ℂ[X], oscillator ψ₁ + gridCorrection h (X ^ n) =
      C ((n : ℂ) + 1 / 2) * ψ₁ + C E₁ * X ^ n) ↔
      E₁ = -(h : ℂ) ^ 2 * (2 * (n : ℂ) ^ 2 + 2 * n + 1) / 32 := by
  have hB (a : ℂ) (p : ℂ[X]) : ladderDiff (C a * p) = C a * ladderDiff p := by
    simp only [ladderDiff, derivative_C_mul]
    ring
  have hd := ladderDiff_fourth_coeff (R := ℂ) n
  change (ladderDiff (ladderDiff (ladderDiff (ladderDiff (X ^ n : ℂ[X]))))).coeff n = _ at hd
  have hv : (gridCorrection h (X ^ n)).coeff n =
      -(h : ℂ) ^ 2 * (2 * (n : ℂ) ^ 2 + 2 * n + 1) / 32 := by
    change (C (-(h : ℂ) ^ 2 / 24) *
      momentum (momentum (momentum (momentum (X ^ n))))).coeff n = _
    rw [momentum_sq (momentum (momentum (X ^ n))), momentum_sq, hB, hB]
    simp only [coeff_C_mul]
    rw [hd]
    ring
  rw [first_order_solvable, hv]

end

end GridOscillator
```

```lean
#print axioms GridOscillator.gridKinetic_expansion
-- 'GridOscillator.gridKinetic_expansion' depends on axioms: [propext, Classical.choice, Quot.sound]
#print axioms GridOscillator.canonical_commutator
-- 'GridOscillator.canonical_commutator' depends on axioms: [propext, Classical.choice, Quot.sound]
#print axioms GridOscillator.oscillator_eigenvector
-- 'GridOscillator.oscillator_eigenvector' depends on axioms: [propext, Classical.choice, Quot.sound]
#print axioms GridOscillator.grid_energy_shift
-- 'GridOscillator.grid_energy_shift' depends on axioms: [propext, Classical.choice, Quot.sound]
```

Q: What would I see in a computation?

A: On grid points $x_j=jh$, reaching far enough out that the wave functions are negligible at both ends, the Hamiltonian is a tridiagonal matrix with diagonal entries $1/h^2+x_j^2/2$ and neighbouring entries $-1/(2h^2)$. Take $h=0.1$ in units of the oscillator length $\sqrt{\hbar/m\omega}$. The formula gives a shift of $-0.0003125\,\hbar\omega$ for $n=0$, so the estimated ground-state energy is $0.4996875\,\hbar\omega$ instead of $0.5\,\hbar\omega$. For $n=10$ the bracket is $221$ and the shift is about $-0.0691\,\hbar\omega$. Halving $h$ divides both shifts by four.

Q: And for electronic structure on real-space grids?

A: For one particle in a one-dimensional harmonic well, the formula shows how the three-point kinetic energy treats levels unequally: the leading shift grows roughly as $n^2$, so excitation energies are affected as well as the ground state. Real-space electronic-structure codes commonly use higher-order difference formulas, with more points along each axis. Their leading error contains higher powers of $h$ and $p$, so this formula does not carry over to them.
